# Antithetic sampling at least halves the variance of a monotone function of one uniform variable

A Monte Carlo program that averages a quantity $f(u)$ over a uniform random number $u$ in $[0,1]$ can use each random number twice, at $u$ and at its mirror point $1-u$, and record the average of the two values. This costs two evaluations of $f$, so the fair comparison is with the average of two independent draws, whose variance is half that of a single draw. For a monotone function of one uniform variable, the mirrored pair is never worse than that.

## The covariance of a point and its mirror

Let $f$ be nondecreasing on $[0,1]$. Write

$$m=\int_0^1 f(u)\,du,\qquad s=\int_0^1 f(u)^2\,du,\qquad P=\int_0^1 f(u)f(1-u)\,du,$$

and let $A(u)=\tfrac12\big(f(u)+f(1-u)\big)$ be the antithetic estimator. The claim is that

$$P\le m^2,\qquad \operatorname{Var}A\le\tfrac12\operatorname{Var}f,$$

with equality in the second relation exactly when $f$ is constant on the open interval $(0,1)$.

All three integrals exist. A monotone $f$ is measurable and lies between $f(0)$ and $f(1)$, so $f$ and $f^2$ are integrable, and $|f(u)f(1-u)|\le f(u)^2+f(1-u)^2$ takes care of the product.

Expanding the square gives $\operatorname{Var}f=\int_0^1(f-m)^2\,du=s-m^2$. The substitution $u\to1-u$ shows that $f(1-u)$ has mean $m$ and mean square $s$. Hence $A$ has mean $m$, and

$$\operatorname{Var}A=\frac{s+s+2P}{4}-m^2=\frac{\operatorname{Var}f}{2}+\frac{P-m^2}{2}.$$

The last numerator is the covariance of $f(u)$ and $f(1-u)$. To find its sign, take a second, independent point $v$ and consider

$$D(u,v)=\big(f(u)-f(v)\big)\big(f(1-v)-f(1-u)\big).$$

If $u\le v$, then $1-v\le1-u$, and both factors are at most zero. If $v\le u$, both are at least zero. So $D\ge0$ on the unit square. Multiplying out,

$$D=f(u)f(1-v)+f(v)f(1-u)-f(u)f(1-u)-f(v)f(1-v),$$

and averaging over $u$ and $v$ gives $2(m^2-P)\ge0$. Both inequalities follow.

For the equality case, suppose $f(a)<f(b)$ with $a,b\in(0,1)$, and let $d=\min(a,1-b)>0$. For $0<u<d$ and $1-d<v<1$, monotonicity gives

$$f(u),\,f(1-v)\le f(a),\qquad f(v),\,f(1-u)\ge f(b).$$

Both factors of $D$ are then at most $f(a)-f(b)<0$, so $D\ge(f(b)-f(a))^2$ on a rectangle of area $d^2$. The average of $D$ is positive and $P<m^2$ strictly. Conversely, if $f=c$ on $(0,1)$, then $m=c$ and $P=c^2$, so the covariance vanishes.

## Means and variances as interval integrals

```lean
import Mathlib

open MeasureTheory Set

namespace AntitheticSampling

noncomputable section
```

The function is a map `f : ℝ → ℝ`, of which only the values on $[0,1]$ matter. The uniform distribution enters through the integral from 0 to 1, which needs no normalising factor.

```lean
/-- The mean of `f` under the uniform measure on `[0,1]`. -/
def mean (f : ℝ → ℝ) : ℝ := ∫ u in (0 : ℝ)..1, f u
```

The variance is the mean squared deviation, a population variance and not an estimate from a finite sample.

```lean
/-- The variance of `f` under the uniform measure on `[0,1]`. -/
def variance (f : ℝ → ℝ) : ℝ := mean (fun u => (f u - mean f) ^ 2)

/-- The antithetic estimator, which averages `f` over the point `u` and its mirror `1 - u`. -/
def antithetic (f : ℝ → ℝ) (u : ℝ) : ℝ := (f u + f (1 - u)) / 2
```

The next condition says that the average and its statistical error are both finite. It matters in Lean because the integral of a non-integrable function is set to zero there.

```lean
/-- Both `f` and its square are integrable on `[0,1]`. -/
def FiniteVariance (f : ℝ → ℝ) : Prop :=
  IntervalIntegrable f volume 0 1 ∧ IntervalIntegrable (fun u => f u ^ 2) volume 0 1
```

The function $D(u,v)$ is called `pairProduct`.

```lean
/-- The product of the change of `f` from `v` to `u` and the change of `f` from `1 - u`
to `1 - v`. -/
def pairProduct (f : ℝ → ℝ) (u v : ℝ) : ℝ := (f u - f v) * (f (1 - v) - f (1 - u))
```

A different model would take a random variable $U$ with uniform law on a probability space and use Mathlib's general variance. Two independent draws could then be compared with the mirrored pair inside the formal statement, but independence and the law of $U$ would have to be carried as hypotheses. The inequalities themselves would be the same.

## The variance identity for any function of finite variance

Linearity of the mean is proved once, for three functions and a constant, together with integrability of the combination. Later proofs write an integrand in this form, check the rewriting with `ring`, and read off the mean.

```lean
/-- A linear combination of three integrable functions plus a constant is integrable, and its mean
is the same combination of the means. -/
theorem mean_affine {p q r : ℝ → ℝ} (hp : IntervalIntegrable p volume 0 1)
    (hq : IntervalIntegrable q volume 0 1) (hr : IntervalIntegrable r volume 0 1)
    (a b c d : ℝ) :
    IntervalIntegrable (fun u => a * p u + b * q u + c * r u + d) volume 0 1 ∧
    mean (fun u => a * p u + b * q u + c * r u + d)
      = a * mean p + b * mean q + c * mean r + d := by
  have h1 : IntervalIntegrable (fun u => a * p u) volume 0 1 := hp.const_mul a
  have h2 : IntervalIntegrable (fun u => b * q u) volume 0 1 := hq.const_mul b
  have h3 : IntervalIntegrable (fun u => c * r u) volume 0 1 := hr.const_mul c
  have h4 : IntervalIntegrable (fun _ : ℝ => d) volume 0 1 := intervalIntegrable_const
  have h12 : IntervalIntegrable (fun u => a * p u + b * q u) volume 0 1 := h1.add h2
  have h123 : IntervalIntegrable (fun u => a * p u + b * q u + c * r u) volume 0 1 :=
    h12.add h3
  refine ⟨h123.add h4, ?_⟩
  unfold mean
  rw [intervalIntegral.integral_add h123 h4, intervalIntegral.integral_add h12 h3,
    intervalIntegral.integral_add h1 h2, intervalIntegral.integral_const_mul,
    intervalIntegral.integral_const_mul, intervalIntegral.integral_const_mul,
    intervalIntegral.integral_const, sub_zero, one_smul]
```

The substitution $u\to1-u$ is the library lemma `intervalIntegral.integral_comp_sub_left`.

```lean
/-- Reflecting the sample point, `u → 1 - u`, preserves integrability and the mean. -/
theorem mean_reflect {f : ℝ → ℝ} (hf : IntervalIntegrable f volume 0 1) :
    IntervalIntegrable (fun u => f (1 - u)) volume 0 1 ∧
    mean (fun u => f (1 - u)) = mean f := by
  constructor
  · have h := (hf.comp_sub_left 1).symm
    simpa using h
  · unfold mean
    rw [intervalIntegral.integral_comp_sub_left f 1, sub_self, sub_zero]
```

The product is integrable by domination, with the bound used above; `nlinarith` derives it from squares being nonnegative.

```lean
/-- For `f` of finite variance the product `f(u) f(1-u)` is integrable. -/
theorem integrable_mul_reflect {f : ℝ → ℝ} (hf : FiniteVariance f) :
    IntervalIntegrable (fun u => f u * f (1 - u)) volume 0 1 := by
  have hr2 : IntervalIntegrable (fun u => f (1 - u) ^ 2) volume 0 1 := (mean_reflect hf.2).1
  have hs : IntervalIntegrable (fun u => f u ^ 2 + f (1 - u) ^ 2) volume 0 1 := hf.2.add hr2
  have hm := hf.1.aestronglyMeasurable.mul (mean_reflect hf.1).1.aestronglyMeasurable
  rw [intervalIntegrable_iff_integrableOn_Ioc_of_le zero_le_one] at hs ⊢
  refine Integrable.mono' hs hm (Filter.Eventually.of_forall fun u => ?_)
  change |f u * f (1 - u)| ≤ f u ^ 2 + f (1 - u) ^ 2
  rw [abs_le]
  constructor <;> nlinarith [sq_nonneg (f u + f (1 - u)), sq_nonneg (f u - f (1 - u)),
    sq_nonneg (f u), sq_nonneg (f (1 - u))]
```

For monotone $f$, finite variance is derived, not assumed. Since $f^2$ need not be monotone when $f$ takes negative values, the proof uses $(f-f(0))^2$, which is monotone, and recovers $f^2$ from it by linearity.

```lean
/-- A monotone function on `[0,1]` has finite variance. -/
theorem finiteVariance_of_monotone {f : ℝ → ℝ} (hf : MonotoneOn f (Icc 0 1)) :
    FiniteVariance f := by
  have hI : uIcc (0 : ℝ) 1 = Icc 0 1 := uIcc_of_le zero_le_one
  have h1 : IntervalIntegrable f volume 0 1 :=
    MonotoneOn.intervalIntegrable (by rw [hI]; exact hf)
  -- the square of the nonnegative function `f - f 0` is again monotone
  have hg : MonotoneOn (fun u => (f u - f 0) ^ 2) (Icc 0 1) := by
    intro x hx y hy hxy
    have h0 := hf (left_mem_Icc.2 zero_le_one) hx hx.1
    have h2 := hf hx hy hxy
    exact pow_le_pow_left₀ (by linarith) (by linarith) 2
  have h2 : IntervalIntegrable (fun u => (f u - f 0) ^ 2) volume 0 1 :=
    MonotoneOn.intervalIntegrable (by rw [hI]; exact hg)
  have e : (fun u => f u ^ 2)
      = fun u => 1 * (f u - f 0) ^ 2 + (2 * f 0) * f u + 0 * f u + (-(f 0) ^ 2) := by
    funext u; ring
  exact ⟨h1, by rw [e]; exact (mean_affine h2 h1 h1 1 (2 * f 0) 0 (-(f 0) ^ 2)).1⟩
```

For $f$ of finite variance, the formula $\operatorname{Var}f=s-m^2$ follows by expanding the square.

```lean
/-- The variance is the mean of the square minus the square of the mean. -/
theorem variance_eq {f : ℝ → ℝ} (hf : FiniteVariance f) :
    variance f = mean (fun u => f u ^ 2) - mean f ^ 2 := by
  have h := (mean_affine hf.2 hf.1 hf.1 1 (-2 * mean f) 0 (mean f ^ 2)).2
  have e : (fun u => (f u - mean f) ^ 2)
      = fun u => 1 * f u ^ 2 + (-2 * mean f) * f u + 0 * f u + mean f ^ 2 := by
    funext u; ring
  unfold variance
  rw [e, h]
  ring
```

The next theorem states that the estimator is unbiased and gives the exact formula for its variance. It needs only finite variance, not monotonicity. In the proof, `e1` and `e2` expand $A$ and $A^2$.

```lean
/-- The antithetic estimator has the mean of `f`, and its variance is half the variance of `f`
plus half the covariance of `f(u)` and `f(1-u)`. -/
theorem variance_antithetic {f : ℝ → ℝ} (hf : FiniteVariance f) :
    mean (antithetic f) = mean f ∧
    variance (antithetic f)
      = variance f / 2 + (mean (fun u => f u * f (1 - u)) - mean f ^ 2) / 2 := by
  have r1 := mean_reflect hf.1
  have r2 : IntervalIntegrable (fun u => f (1 - u) ^ 2) volume 0 1 ∧
      mean (fun u => f (1 - u) ^ 2) = mean (fun u => f u ^ 2) := mean_reflect hf.2
  have l := mean_affine r1.1 hf.1 hf.1 (1 / 2) (1 / 2) 0 0
  have q := mean_affine hf.2 r2.1 (integrable_mul_reflect hf) (1 / 4) (1 / 4) (1 / 2) 0
  have e1 : antithetic f = fun u => 1 / 2 * f (1 - u) + 1 / 2 * f u + 0 * f u + 0 := by
    funext u; simp only [antithetic]; ring
  have e2 : (fun u => antithetic f u ^ 2) = fun u =>
      1 / 4 * f u ^ 2 + 1 / 4 * f (1 - u) ^ 2 + 1 / 2 * (f u * f (1 - u)) + 0 := by
    funext u; simp only [antithetic]; ring
  have hA : FiniteVariance (antithetic f) :=
    ⟨by rw [e1]; exact l.1, by rw [e2]; exact q.1⟩
  have m1 : mean (antithetic f) = mean f := by
    rw [e1, l.2, r1.2]; ring
  refine ⟨m1, ?_⟩
  rw [variance_eq hA, variance_eq hf, m1, e2, q.2, r2.2]
  ring
```

## The sign of the covariance

The average of $D$ is taken as an iterated integral, first over $u$ at fixed $v$ and then over $v$. Each step is an application of `mean_affine`, so no integral over the product measure is needed. The theorem assumes that $f$ has finite variance, but not that it is monotone.

```lean
/-- The pair product is integrable in `u`, its `u`-mean is integrable in `v`, and its mean over
independent `u` and `v` is minus twice the covariance of `f(u)` and `f(1-u)`. -/
theorem mean_pairProduct {f : ℝ → ℝ} (hf : FiniteVariance f) :
    (∀ v, IntervalIntegrable (fun u => pairProduct f u v) volume 0 1) ∧
    IntervalIntegrable (fun v => mean (fun u => pairProduct f u v)) volume 0 1 ∧
    mean (fun v => mean (fun u => pairProduct f u v))
      = 2 * (mean f ^ 2 - mean (fun u => f u * f (1 - u))) := by
  have r := mean_reflect hf.1
  have hP := integrable_mul_reflect hf
  have e : ∀ v, (fun u => pairProduct f u v) = fun u =>
      f (1 - v) * f u + f v * f (1 - u) + (-1) * (f u * f (1 - u)) + -(f v * f (1 - v)) := by
    intro v; funext u; simp only [pairProduct]; ring
  have l := fun v => mean_affine hf.1 r.1 hP (f (1 - v)) (f v) (-1) (-(f v * f (1 - v)))
  -- the integral over `u` at fixed `v`
  have e2 : (fun v => mean (fun u => pairProduct f u v)) = fun v =>
      mean f * f v + mean f * f (1 - v) + (-1) * (f v * f (1 - v))
        + -mean (fun u => f u * f (1 - u)) := by
    funext v; rw [e v, (l v).2, r.2]; ring
  have k := mean_affine hf.1 r.1 hP (mean f) (mean f) (-1) (-mean (fun u => f u * f (1 - u)))
  refine ⟨fun v => by rw [e v]; exact (l v).1, by rw [e2]; exact k.1, ?_⟩
  rw [e2, k.2, r.2]
  ring
```

The two cases $u\le v$ and $v\le u$ appear as the two branches of `le_total`.

```lean
/-- For monotone `f` the pair product is nonnegative on the unit square. -/
theorem pairProduct_nonneg {f : ℝ → ℝ} (hf : MonotoneOn f (Icc 0 1)) {u v : ℝ}
    (hu : u ∈ Icc (0 : ℝ) 1) (hv : v ∈ Icc (0 : ℝ) 1) : 0 ≤ pairProduct f u v := by
  have hu' : 1 - u ∈ Icc (0 : ℝ) 1 := ⟨by linarith [hu.2], by linarith [hu.1]⟩
  have hv' : 1 - v ∈ Icc (0 : ℝ) 1 := ⟨by linarith [hv.2], by linarith [hv.1]⟩
  unfold pairProduct
  rcases le_total u v with h | h
  · have h1 := hf hu hv h
    have h2 := hf hv' hu' (by linarith)
    nlinarith [mul_nonneg (sub_nonneg.2 h1) (sub_nonneg.2 h2)]
  · have h1 := hf hv hu h
    have h2 := hf hu' hv' (by linarith)
    exact mul_nonneg (sub_nonneg.2 h1) (sub_nonneg.2 h2)
```

The hypothesis `MonotoneOn f (Icc 0 1)` says that $f$ is nondecreasing on the closed interval. Physically, the observable responds in one direction to the random number, so that a high value at $u$ tends to go with a low one at $1-u$. A nonincreasing $f$ is handled by passing to $-f$, which changes neither side of either inequality. Because the endpoints are included, $f$ is bounded; an observable that diverges at an endpoint, such as $-\ln u$, does not meet the hypothesis, and neither does a function of several random numbers. For a divergent observable that is monotone on $(0,1)$ and has finite variance, the inequalities still hold, by the same argument with $u$ and $v$ in the open interval, but the Lean theorem does not cover that case.

The proof integrates $D\ge0$ twice, inserts the value $2(m^2-P)$, and combines it with the variance identity.

```lean
/-- For monotone `f` the mean of `f(u) f(1-u)` is at most the squared mean of `f`, and the
antithetic estimator has at most half the variance of `f`. -/
theorem antithetic_variance_reduction {f : ℝ → ℝ} (hf : MonotoneOn f (Icc 0 1)) :
    mean (fun u => f u * f (1 - u)) ≤ mean f ^ 2 ∧
    variance (antithetic f) ≤ variance f / 2 := by
  have hv := finiteVariance_of_monotone hf
  have h : 0 ≤ mean (fun v => mean (fun u => pairProduct f u v)) :=
    intervalIntegral.integral_nonneg zero_le_one fun v hv =>
      intervalIntegral.integral_nonneg zero_le_one fun u hu => pairProduct_nonneg hf hu hv
  rw [(mean_pairProduct hv).2.2] at h
  have h2 := (variance_antithetic hv).2
  constructor <;> linarith
```

## When the variance is exactly half

The condition on the right of the equivalence says that any two points of $(0,1)$ give the same value of $f$. The endpoint values may differ from it, since single points do not affect an integral.

In the forward direction, the local statement `pos` says that a nonnegative integrable function which is positive on a subinterval has positive mean. It is applied first in $v$ on $(1-d,1)$ and, inside that, in $u$ on $(0,d)$. The bounds `low` and `high` are the monotonicity estimates on the rectangle, and `key` excludes $f(a)<f(b)$ for every pair of interior points, which forces equality. In the reverse direction, `const` evaluates $m$ and $P$ from the values on the open interval.

```lean
/-- For monotone `f` the antithetic variance equals half the variance of `f` exactly when `f`
is constant on the open interval `(0,1)`. -/
theorem antithetic_variance_eq_half_iff {f : ℝ → ℝ} (hf : MonotoneOn f (Icc 0 1)) :
    variance (antithetic f) = variance f / 2 ↔
      ∀ a ∈ Ioo (0 : ℝ) 1, ∀ b ∈ Ioo (0 : ℝ) 1, f a = f b := by
  have hv := finiteVariance_of_monotone hf
  have hA := (variance_antithetic hv).2
  obtain ⟨i1, i2, i3⟩ := mean_pairProduct hv
  constructor
  · intro heq
    -- an integrable function, nonnegative on `[0,1]` and positive on a subinterval, has positive mean
    have pos : ∀ (K : ℝ → ℝ) (p q : ℝ), IntervalIntegrable K volume 0 1 →
        (∀ u ∈ Icc (0 : ℝ) 1, 0 ≤ K u) → 0 ≤ p → p < q → q ≤ 1 →
        (∀ u ∈ Ioo p q, 0 < K u) → 0 < mean K := by
      intro K p q hK h0 hp hpq hq hpos
      have hs : IntervalIntegrable K volume p q := hK.mono_set (by
        rw [uIcc_of_le hpq.le, uIcc_of_le zero_le_one]
        exact Icc_subset_Icc hp hq)
      exact lt_of_lt_of_le (intervalIntegral.intervalIntegral_pos_of_pos_on hs hpos hpq)
        (intervalIntegral.integral_mono_interval hp hpq.le hq
          (ae_restrict_of_forall_mem measurableSet_Ioc
            fun u hu => h0 u ⟨hu.1.le, hu.2⟩) hK)
    have key : ∀ a ∈ Ioo (0 : ℝ) 1, ∀ b ∈ Ioo (0 : ℝ) 1, ¬ f a < f b := by
      intro a ha b hb hab
      obtain ⟨d, hd, hda, hdb⟩ : ∃ d : ℝ, 0 < d ∧ d ≤ a ∧ d ≤ 1 - b :=
        ⟨min a (1 - b), lt_min ha.1 (by linarith [hb.2]), min_le_left _ _, min_le_right _ _⟩
      have low : ∀ x, 0 < x → x < d → f x ≤ f a := fun x h0 h1 =>
        hf ⟨h0.le, by linarith [ha.2]⟩ ⟨ha.1.le, ha.2.le⟩ (by linarith)
      have high : ∀ x, 1 - d < x → x < 1 → f b ≤ f x := fun x h0 h1 =>
        hf ⟨hb.1.le, hb.2.le⟩ ⟨by linarith [hb.1], h1.le⟩ (by linarith)
      -- the pair product is positive for `u` near 0 and `v` near 1
      have h := pos _ (1 - d) 1 i2
        (fun v hv => intervalIntegral.integral_nonneg zero_le_one
          fun u hu => pairProduct_nonneg hf hu hv)
        (by linarith [ha.2]) (by linarith) le_rfl (fun v hv =>
          pos _ 0 d (i1 v)
            (fun u hu => pairProduct_nonneg hf hu ⟨by linarith [hv.1, ha.2], hv.2.le⟩)
            le_rfl hd (by linarith [ha.2]) (fun u hu => by
              have h1 := low u hu.1 hu.2
              have h2 := high v hv.1 hv.2
              have h3 := low (1 - v) (by linarith [hv.2]) (by linarith [hv.1])
              have h4 := high (1 - u) (by linarith [hu.2]) (by linarith [hu.1])
              exact mul_pos_of_neg_of_neg (by linarith) (by linarith)))
      rw [i3] at h
      linarith
    exact fun a ha b hb => le_antisymm (not_lt.1 (key b hb a ha)) (not_lt.1 (key a ha b hb))
  · intro hc
    have const : ∀ (K : ℝ → ℝ) (c : ℝ), (∀ u ∈ Ioo (0 : ℝ) 1, K u = c) → mean K = c := by
      intro K c h
      have h' : EqOn K (fun _ => c) (Ioo 0 1) := h
      unfold mean
      rw [intervalIntegral.integral_of_le zero_le_one, integral_Ioc_eq_integral_Ioo,
        setIntegral_congr_fun measurableSet_Ioo h']
      simp
    have hh : (1 / 2 : ℝ) ∈ Ioo (0 : ℝ) 1 := by constructor <;> norm_num
    have m1 := const f (f (1 / 2)) fun u hu => hc u hu _ hh
    have m2 := const (fun u => f u * f (1 - u)) (f (1 / 2) * f (1 / 2)) fun u hu => by
      rw [hc u hu _ hh, hc (1 - u) ⟨by linarith [hu.2], by linarith [hu.1]⟩ _ hh]
    rw [hA, m1, m2]
    ring

end

end AntitheticSampling
```

```lean
#print axioms AntitheticSampling.antithetic_variance_reduction
#print axioms AntitheticSampling.antithetic_variance_eq_half_iff
```

```
'AntitheticSampling.antithetic_variance_reduction' depends on axioms: [propext, Classical.choice, Quot.sound]
'AntitheticSampling.antithetic_variance_eq_half_iff' depends on axioms: [propext, Classical.choice, Quot.sound]
```
